# For twice continuously differentiable states, the curl of the Berry connection is \(-2\,\mathrm{Im}\langle\partial_x u,\partial_y u\rangle\)

To compute the Berry curvature of a normalised state vector that depends smoothly on two parameters, one can differentiate the state once in each parameter, take the overlap of the two derivatives, and multiply its imaginary part by \(-2\). The connection need not be differentiated, and no second derivative of the state appears. This step rests on the identity derived below.

## A state over a parameter plane

Let \(u(x,y)\) be a vector in \(\mathbb{C}^n\) depending on two real parameters, twice continuously differentiable in them. The inner product \(\langle\cdot,\cdot\rangle\) is conjugate-linear in its first entry. Write \(\partial_a u\) for the partial derivative with \(a=x\) or \(y\), and define the Berry connection

\[
A_a = i\langle u,\partial_a u\rangle .
\]

The claim is that at every point

\[
\partial_x A_y-\partial_y A_x=-2\,\mathrm{Im}\langle\partial_x u,\partial_y u\rangle .
\]

In band theory \(x\) and \(y\) can be two components of crystal momentum and \(u\) the cell-periodic part of a Bloch state; the identity then gives the curvature of a single band for which a smooth choice of \(u\) is already in hand. Vectors from separate numerical diagonalisations in general carry unrelated phases, so they do not by themselves supply such a choice.

## Second derivatives cancel in the curl

The product rule gives

\[
\partial_x A_y=i\big(\langle u,\partial_x\partial_y u\rangle+\langle\partial_x u,\partial_y u\rangle\big),
\]
\[
\partial_y A_x=i\big(\langle u,\partial_y\partial_x u\rangle+\langle\partial_y u,\partial_x u\rangle\big).
\]

Since \(u\) is twice continuously differentiable, \(\partial_x\partial_y u=\partial_y\partial_x u\), and the first terms cancel on subtraction. Set \(z=\langle\partial_x u,\partial_y u\rangle\). Then \(\langle\partial_y u,\partial_x u\rangle=\bar z\), and

\[
\partial_x A_y-\partial_y A_x=i(z-\bar z)=i\,(2i\,\mathrm{Im}\,z)=-2\,\mathrm{Im}\,z .
\]

Normalisation was not used. Without it \(A_a\) may be complex, with imaginary part \(\tfrac12\partial_a\|u\|^2\), but this part is a gradient and has no curl.

## Normalised states and a bound

Now let \(\|u\|=1\) everywhere. Differentiating \(\langle u,u\rangle=1\) gives \(2\,\mathrm{Re}\langle u,\partial_a u\rangle=0\), so \(\langle u,\partial_a u\rangle=i r_a\) with \(r_a\) real. Remove from each tangent vector its component along the state:

\[
D_a u=\partial_a u-\langle u,\partial_a u\rangle u .
\]

This vector is orthogonal to \(u\). Expanding the overlap, and using \(\langle u,u\rangle=1\), gives

\[
\langle D_x u,D_y u\rangle=\langle\partial_x u,\partial_y u\rangle-\overline{\langle u,\partial_x u\rangle}\,\langle u,\partial_y u\rangle
=\langle\partial_x u,\partial_y u\rangle-r_x r_y .
\]

The subtracted number is real, so both overlaps have the same imaginary part, and the curvature is also \(-2\,\mathrm{Im}\langle D_x u,D_y u\rangle\). Because \(|\mathrm{Im}\,z|\le|z|\), the Cauchy–Schwarz inequality yields

\[
|\partial_x A_y-\partial_y A_x|\le 2\,\|D_x u\|\,\|D_y u\| .
\]

The squared lengths \(\|D_a u\|^2\) are the diagonal elements of the quantum metric.

## Spin one-half

Let \(e_0,e_1\) be the standard orthonormal basis of \(\mathbb{C}^2\), and take

\[
u(\theta,\phi)=\cos\tfrac\theta2\,e_0+e^{i\phi}\sin\tfrac\theta2\,e_1 .
\]

Its derivatives are

\[
\partial_\theta u=-\tfrac12\sin\tfrac\theta2\,e_0+\tfrac12e^{i\phi}\cos\tfrac\theta2\,e_1,
\qquad
\partial_\phi u=i e^{i\phi}\sin\tfrac\theta2\,e_1 .
\]

The phases cancel in the overlap:

\[
\langle\partial_\theta u,\partial_\phi u\rangle=\tfrac i2\sin\tfrac\theta2\cos\tfrac\theta2=\tfrac i4\sin\theta .
\]

The curvature is therefore \(-\tfrac12\sin\theta\). The connection gives the same answer directly: \(A_\theta=0\) and \(A_\phi=-\sin^2(\theta/2)\), whose \(\theta\)-derivative is \(-\tfrac12\sin\theta\).

## From partial derivatives to directions in Lean

The file replaces the plane by a real normed space `V` of parameters and \(\mathbb{C}^n\) by a complex inner product space `E`. Neither has to be finite-dimensional. A point is `p`, and directions are vectors `v` and `w` in `V`. The expression `fderiv ℝ u p v` is the total derivative of `u` at `p` applied to `v`, that is, \(\partial_v u\). The derivative is taken over `ℝ` because the parameters are real, although the states are complex.

`connection u v p` is \(i\langle u,\partial_v u\rangle\) at `p`, and `curvature u v w p` is \(\partial_v A_w-\partial_w A_v\). The curvature is thus defined as a curl, and the formula for it is a theorem. Both quantities have complex values; the right-hand side of `curvature_eq` is a real number regarded as a complex one, so the theorem also says that the curvature is real.

The hypothesis `ContDiff ℝ 2 u` says that `u` is twice continuously differentiable on all of `V`. A family that is smooth only on a patch does not satisfy it as stated. `curl_connection_plane` is the identity in its familiar form: `V` is `ℝ × ℝ`, and each `deriv` varies one coordinate with the other held fixed. Choosing `EuclideanSpace ℂ (Fin n)` for `E` gives \(\mathbb{C}^n\).

The condition `∀ q, ‖u q‖ = 1` enters only in `curvature_eq_covariant` and `norm_curvature_le`. For an unnormalised family, `curvature` is the curl of \(i\langle u,\partial_a u\rangle\) as written; to obtain the Berry curvature of the physical state, normalise `u` first. No Hamiltonian appears, and the existence of a smooth family of eigenvectors is not derived. The treatment is for one state, not for a multiplet of degenerate bands.

```lean
import Mathlib

open scoped ComplexConjugate

namespace BerryCurvature

noncomputable section

variable {V E : Type*} [NormedAddCommGroup V] [NormedSpace ℝ V]
  [NormedAddCommGroup E] [InnerProductSpace ℂ E]

/-- The Berry connection `i ⟨u, ∂_v u⟩` of a family of states `u` along the parameter
direction `v`. -/
def connection (u : V → E) (v p : V) : ℂ :=
  Complex.I * inner ℂ (u p) (fderiv ℝ u p v)

/-- The curl `∂_v A_w - ∂_w A_v` of the connection `A_v = i ⟨u, ∂_v u⟩`. For a smooth family of
normalised states this is the Berry curvature. -/
def curvature (u : V → E) (v w p : V) : ℂ :=
  fderiv ℝ (connection u w) p v - fderiv ℝ (connection u v) p w

/-- The component of `∂_v u` left after subtracting `⟨u, ∂_v u⟩ u`. -/
def covariantDeriv (u : V → E) (v p : V) : E :=
  fderiv ℝ u p v - (inner ℂ (u p) (fderiv ℝ u p v) : ℂ) • u p

/-- The tangent vector `∂_w u` of a twice continuously differentiable family is itself
differentiable, and its derivative is the second derivative of `u` with `w` as the inner direction.
-/
theorem hasFDerivAt_tangent {u : V → E} (hu : ContDiff ℝ 2 u) (w p : V) :
    HasFDerivAt (fun q => fderiv ℝ u q w)
      ((ContinuousLinearMap.apply ℝ E w).comp (fderiv ℝ (fderiv ℝ u) p)) p := by
  have hd : Differentiable ℝ (fderiv ℝ u) :=
    (hu.fderiv_right (m := 1) one_add_one_eq_two.le).differentiable (by norm_num)
  exact (ContinuousLinearMap.apply ℝ E w).hasFDerivAt.comp p (hd p).hasFDerivAt

/-- The Berry connection of a twice continuously differentiable family is differentiable. -/
theorem differentiable_connection {u : V → E} (hu : ContDiff ℝ 2 u) (w : V) :
    Differentiable ℝ (connection u w) := by
  intro p
  have h1 : DifferentiableAt ℝ u p := hu.differentiable (by norm_num) p
  exact (h1.inner ℂ (hasFDerivAt_tangent hu w p).differentiableAt).const_mul Complex.I

/-- Product rule for the connection:
`∂_v A_w = i (⟨u, ∂_v ∂_w u⟩ + ⟨∂_v u, ∂_w u⟩)`. -/
theorem fderiv_connection {u : V → E} (hu : ContDiff ℝ 2 u) (v w p : V) :
    fderiv ℝ (connection u w) p v =
      Complex.I * (inner ℂ (u p) (fderiv ℝ (fderiv ℝ u) p v w) +
        inner ℂ (fderiv ℝ u p v) (fderiv ℝ u p w)) := by
  have h1 : DifferentiableAt ℝ u p := hu.differentiable (by norm_num) p
  have h2 := hasFDerivAt_tangent hu w p
  change fderiv ℝ (fun q => Complex.I * inner ℂ (u q) (fderiv ℝ u q w)) p v = _
  rw [fderiv_const_mul (h1.inner ℂ h2.differentiableAt), smul_apply,
    fderiv_inner_apply ℂ h1 h2.differentiableAt, h2.fderiv]
  rfl

/-- For a twice continuously differentiable family, `curvature` equals `-2 Im ⟨∂_v u, ∂_w u⟩` at
every point and for every pair of parameter directions. -/
theorem curvature_eq {u : V → E} (hu : ContDiff ℝ 2 u) (v w p : V) :
    curvature u v w p =
      ((-2 * (inner ℂ (fderiv ℝ u p v) (fderiv ℝ u p w) : ℂ).im : ℝ) : ℂ) := by
  -- mixed second derivatives commute
  have hs : fderiv ℝ (fderiv ℝ u) p v w = fderiv ℝ (fderiv ℝ u) p w v :=
    (hu.contDiffAt.isSymmSndFDerivAt (by simp)).eq v w
  unfold curvature
  rw [fderiv_connection hu v w p, fderiv_connection hu w v p, hs,
    ← inner_conj_symm (fderiv ℝ u p w) (fderiv ℝ u p v)]
  generalize (inner ℂ (fderiv ℝ u p v) (fderiv ℝ u p w) : ℂ) = z
  generalize (inner ℂ (u p) (fderiv ℝ (fderiv ℝ u) p w v) : ℂ) = a
  apply Complex.ext <;> simp
  ring

/-- On the plane, the derivatives along the two coordinate lines are the total derivative
applied to the two unit vectors. -/
theorem hasDerivAt_partials {F : Type*} [NormedAddCommGroup F] [NormedSpace ℝ F]
    {f : ℝ × ℝ → F} {x y : ℝ} (hf : DifferentiableAt ℝ f (x, y)) :
    HasDerivAt (fun s => f (s, y)) (fderiv ℝ f (x, y) (1, 0)) x ∧
      HasDerivAt (fun t => f (x, t)) (fderiv ℝ f (x, y) (0, 1)) y :=
  ⟨HasFDerivAt.comp_hasDerivAt (f := fun s : ℝ => (s, y)) x hf.hasFDerivAt
      ((hasDerivAt_id' x).prodMk (hasDerivAt_const x y)),
    HasFDerivAt.comp_hasDerivAt (f := fun t : ℝ => (x, t)) y hf.hasFDerivAt
      ((hasDerivAt_const y x).prodMk (hasDerivAt_id' y))⟩

/-- For a twice continuously differentiable family on the plane, `∂_x A_y - ∂_y A_x = -2 Im ⟨∂_x u,
∂_y u⟩`, with ordinary partial derivatives. -/
theorem curl_connection_plane {u : ℝ × ℝ → E} (hu : ContDiff ℝ 2 u) (x y : ℝ) :
    deriv (fun s => connection u (0, 1) (s, y)) x -
        deriv (fun t => connection u (1, 0) (x, t)) y =
      ((-2 * (inner ℂ (deriv (fun s => u (s, y)) x)
        (deriv (fun t => u (x, t)) y) : ℂ).im : ℝ) : ℂ) := by
  have h := hasDerivAt_partials (hu.differentiable (by norm_num) (x, y))
  rw [(hasDerivAt_partials (differentiable_connection hu (0, 1) (x, y))).1.deriv,
    (hasDerivAt_partials (differentiable_connection hu (1, 0) (x, y))).2.deriv,
    h.1.deriv, h.2.deriv]
  exact curvature_eq hu (1, 0) (0, 1) (x, y)

/-- For a twice continuously differentiable family of normalised states the curvature is `-2 Im ⟨D_v
u, D_w u⟩`, where `D` is the covariant derivative. -/
theorem curvature_eq_covariant {u : V → E} (hu : ContDiff ℝ 2 u) (hn : ∀ q, ‖u q‖ = 1)
    (v w p : V) :
    curvature u v w p =
      ((-2 * (inner ℂ (covariantDeriv u v p) (covariantDeriv u w p) : ℂ).im : ℝ) : ℂ) := by
  have h1 : DifferentiableAt ℝ u p := hu.differentiable (by norm_num) p
  have huu : ∀ q, (inner ℂ (u q) (u q) : ℂ) = 1 := fun q => by
    rw [inner_self_eq_norm_sq_to_K, hn q]; simp
  -- constant norm makes the overlap of state and tangent purely imaginary
  have key : ∀ a : V, (inner ℂ (u p) (fderiv ℝ u p a) : ℂ).re = 0 := fun a => by
    have h := fderiv_inner_apply ℂ h1 h1 a
    rw [funext huu, ← inner_conj_symm (fderiv ℝ u p a) (u p)] at h
    have h' := congrArg Complex.re h
    simp [-inner_conj_symm] at h'
    linarith
  have hD : (inner ℂ (covariantDeriv u v p) (covariantDeriv u w p) : ℂ) =
      inner ℂ (fderiv ℝ u p v) (fderiv ℝ u p w) -
        conj (inner ℂ (u p) (fderiv ℝ u p v) : ℂ) * inner ℂ (u p) (fderiv ℝ u p w) := by
    simp only [covariantDeriv, inner_sub_left, inner_sub_right, inner_smul_left,
      inner_smul_right, huu]
    rw [← inner_conj_symm (fderiv ℝ u p v) (u p)]
    ring
  rw [curvature_eq hu, hD, Complex.sub_im, Complex.mul_im, Complex.conj_re, key v, key w]
  simp

/-- For a twice continuously differentiable family of normalised states the size of the Berry
curvature is at most twice the product of the lengths of the two covariant derivatives. -/
theorem norm_curvature_le {u : V → E} (hu : ContDiff ℝ 2 u) (hn : ∀ q, ‖u q‖ = 1)
    (v w p : V) :
    ‖curvature u v w p‖ ≤ 2 * (‖covariantDeriv u v p‖ * ‖covariantDeriv u w p‖) := by
  rw [curvature_eq_covariant hu hn, Complex.norm_real, Real.norm_eq_abs, abs_mul]
  have h := (Complex.abs_im_le_norm
    (inner ℂ (covariantDeriv u v p) (covariantDeriv u w p))).trans (norm_inner_le_norm _ _)
  have h2 : |(-2 : ℝ)| = 2 := by norm_num
  rw [h2]
  linarith

/-- The spin-half state `cos(θ/2) e₀ + exp(iφ) sin(θ/2) e₁` with angles `(θ, φ)`. -/
def spinState (p : ℝ × ℝ) : EuclideanSpace ℂ (Fin 2) :=
  ((Real.cos (p.1 / 2) : ℝ) : ℂ) • EuclideanSpace.single 0 (1 : ℂ) +
    (Complex.exp (p.2 * Complex.I) * ((Real.sin (p.1 / 2) : ℝ) : ℂ)) •
      EuclideanSpace.single 1 (1 : ℂ)

/-- The Berry curvature of the spin-half state in the angles `(θ, φ)` is `-(sin θ)/2`. -/
theorem curvature_spinState (θ φ : ℝ) :
    curvature spinState (1, 0) (0, 1) (θ, φ) = ((-Real.sin θ / 2 : ℝ) : ℂ) := by
  let e₀ : EuclideanSpace ℂ (Fin 2) := EuclideanSpace.single 0 (1 : ℂ)
  let e₁ : EuclideanSpace ℂ (Fin 2) := EuclideanSpace.single 1 (1 : ℂ)
  have hu : ContDiff ℝ 2 spinState := by
    have hc : ContDiff ℝ 2 (fun p : ℝ × ℝ => ((Real.cos (p.1 / 2) : ℝ) : ℂ)) :=
      Complex.ofRealCLM.contDiff.comp (contDiff_fst.div_const 2).cos
    have hs : ContDiff ℝ 2 (fun p : ℝ × ℝ => ((Real.sin (p.1 / 2) : ℝ) : ℂ)) :=
      Complex.ofRealCLM.contDiff.comp (contDiff_fst.div_const 2).sin
    have hφ : ContDiff ℝ 2 (fun p : ℝ × ℝ => (p.2 : ℂ)) :=
      Complex.ofRealCLM.contDiff.comp contDiff_snd
    have he := (hφ.mul (contDiff_const (c := Complex.I))).cexp
    exact (((ContinuousLinearMap.toSpanSingleton ℂ e₀).restrictScalars ℝ).contDiff.comp hc).add
      (((ContinuousLinearMap.toSpanSingleton ℂ e₁).restrictScalars ℝ).contDiff.comp (he.mul hs))
  -- the two tangent vectors
  have hc := ((hasDerivAt_id' θ).div_const 2).cos.ofReal_comp
  have hs := ((hasDerivAt_id' θ).div_const 2).sin.ofReal_comp
  have hθ := (hc.smul_const e₀).fun_add
    ((hs.const_mul (Complex.exp (φ * Complex.I))).smul_const e₁)
  have he := ((hasDerivAt_id' φ).ofReal_comp.mul_const Complex.I).cexp
  have hφ := ((he.mul_const ((Real.sin (θ / 2) : ℝ) : ℂ)).smul_const e₁).const_add
    (((Real.cos (θ / 2) : ℝ) : ℂ) • e₀)
  have hp := hasDerivAt_partials (hu.differentiable (by norm_num) (θ, φ))
  rw [curvature_eq hu, hp.1.unique hθ, hp.2.unique hφ]
  -- their overlap is purely imaginary
  have h01 : (inner ℂ e₀ e₁ : ℂ) = 0 := by simp [e₀, e₁, EuclideanSpace.inner_single_left]
  have h11 : (inner ℂ e₁ e₁ : ℂ) = 1 := by simp [e₁]
  have hE : conj (Complex.exp (φ * Complex.I)) * Complex.exp (φ * Complex.I) = 1 := by
    rw [← Complex.exp_conj, ← Complex.exp_add]
    simp
  have hsin : Real.sin θ = 2 * Real.sin (θ / 2) * Real.cos (θ / 2) := by
    rw [← Real.sin_two_mul]
    congr 1
    ring
  simp only [inner_add_left, inner_smul_left, inner_smul_right, h01, h11, map_mul,
    Complex.conj_ofReal]
  rw [hsin]
  generalize Complex.exp (φ * Complex.I) = z at hE ⊢
  generalize Real.sin (θ / 2) = s
  generalize Real.cos (θ / 2) = c
  have hz : ∀ t : ℂ, t = ((s * c / 2 : ℝ) : ℂ) * Complex.I →
      ((-2 * t.im : ℝ) : ℂ) = ((-(2 * s * c) / 2 : ℝ) : ℂ) := by
    intro t ht
    rw [ht, Complex.im_ofReal_mul, Complex.I_im]
    congr 1
    ring
  apply hz
  push_cast
  linear_combination ((s : ℂ) * c / 2 * Complex.I) * hE

end

end BerryCurvature
```

```lean
#print axioms BerryCurvature.differentiable_connection
#print axioms BerryCurvature.curl_connection_plane
#print axioms BerryCurvature.norm_curvature_le
#print axioms BerryCurvature.curvature_spinState
```

```
'BerryCurvature.differentiable_connection' depends on axioms: [propext, Classical.choice, Quot.sound]
'BerryCurvature.curl_connection_plane' depends on axioms: [propext, Classical.choice, Quot.sound]
'BerryCurvature.norm_curvature_le' depends on axioms: [propext, Classical.choice, Quot.sound]
'BerryCurvature.curvature_spinState' depends on axioms: [propext, Classical.choice, Quot.sound]
```

## How the proof follows the derivation

`hasFDerivAt_tangent` shows that \(\partial_w u\) can be differentiated again. The second derivative is stored as the derivative of the map `fderiv ℝ u`, whose values are linear maps; evaluating such a map at `w` is itself a continuous linear operation, so the chain rule applies. `differentiable_connection` then follows from the differentiability of inner products, and `fderiv_connection` is the product rule displayed above.

In `curvature_eq`, the step `hs` exchanges the two second derivatives, and `inner_conj_symm` turns the reversed overlap into a complex conjugate. The two `generalize` lines name the remaining inner products `z` and `a`, leaving

\[
i(a+z)-i(a+\bar z)=-2\,\mathrm{Im}\,z .
\]

`Complex.ext` splits this into real and imaginary parts, which `simp` and `ring` settle.

`hasDerivAt_partials` identifies derivatives along coordinate lines with the total derivative applied to `(1, 0)` and `(0, 1)`. `curl_connection_plane` uses it for both the connection and the state, then invokes `curvature_eq`.

For normalised states, `key` is the statement \(\mathrm{Re}\langle u,\partial_a u\rangle=0\), and `hD` is the expansion of \(\langle D_v u,D_w u\rangle\). Together they give `curvature_eq_covariant`. The proof of `norm_curvature_le` combines `Complex.abs_im_le_norm` with the Cauchy–Schwarz inequality, `norm_inner_le_norm`.

`curvature_spinState` first establishes that the state is smooth, then computes its two tangent vectors. Uniqueness of derivatives allows these explicit vectors to replace the abstract ones in the curvature formula. The fact `hE` is \(\overline{e^{i\phi}}e^{i\phi}=1\), which removes the phase from the overlap, and `hsin` is the double-angle formula.

## Symmetry of the second derivative in Mathlib

The cancellation turns on `isSymmSndFDerivAt`. Applied to `hu.contDiffAt`, it yields the property `IsSymmSndFDerivAt`: the second derivative at the point takes the same value when its two directions are exchanged. The suffix `.eq v w` extracts this equality for the chosen directions.

The lemma covers more fields than the real numbers, so it asks for a degree of smoothness that depends on the field. Over `ℝ` or `ℂ`, two continuous derivatives suffice; over a general field, Mathlib asks for analyticity. The argument `(by simp)` checks that over `ℝ` the required degree is indeed 2, which is exactly what `hu` provides.

The equality concerns the nested expression `fderiv ℝ (fderiv ℝ u) p v w`, in which `v` is the direction of the outer derivative and `w` that of the inner one. Since `fderiv_connection` produces its second-derivative term in this same form, the symmetry can be used as a direct rewrite, without coordinates or a basis of `V`.
